# The Lamb diamagnetic shielding of a hydrogenic 1s electron is $Z/3$ in units of $1/c^2$

Take the hydrogen atom, with density $n(r)=e^{-2r}/\pi$ in atomic units. Its diamagnetic shielding at the nucleus, in units of $1/c^2$, is

$$\frac12\int_0^\infty\!\!\int_0^\pi 2\pi\,\frac{e^{-2r}}{\pi}\,r\sin^3\theta\,d\theta\,dr=\Big(\int_0^\pi\sin^3\theta\,d\theta\Big)\Big(\int_0^\infty r e^{-2r}dr\Big)=\frac43\cdot\frac14=\frac13 .$$

The integral splits into an angular number, the same for every spherical density, and one radial moment. For nuclear charge $Z>0$ and $n(r)=(Z^3/\pi)e^{-2Zr}$, the same split gives $Z/3$.

## From the field kernel to a radial moment

Let the external field point along $z$, with the gauge origin at the nucleus. The term of the Hamiltonian that is bilinear in the external field and the nuclear moment gives the diamagnetic shielding

$$\sigma[n]=\frac12\int n(r)\,\frac{r^2-z^2}{r^3}\,d^3r$$

in units of $1/c^2$. The factor $\tfrac12$ comes from the vector potential $\tfrac12\mathbf B\times\mathbf r$ of a uniform field.

With $z=r\cos\theta$, the kernel is $\sin^2\theta/r$. The volume element, integrated over the azimuth, is $2\pi r^2\sin\theta\,dr\,d\theta$, so the integrand becomes $2\pi n(r)\,r\sin^3\theta$. Since $\tfrac13\cos^3\theta-\cos\theta$ has derivative $\sin\theta(1-\cos^2\theta)=\sin^3\theta$, the angular integral is $\tfrac23+\tfrac23=\tfrac43$. Hence

$$\sigma[n]=\frac{4\pi}{3}\int_0^\infty n(r)\,r\,dr .$$

The third power of the sine needs care: one factor belongs to the volume element. Without it the angular integral would be $\pi/2$ and the 1s result $\pi Z/8$, about 18% larger than $Z/3$.

## Slater shells and their sum

For $a>0$, repeated integration by parts gives $\int_0^\infty r^k e^{-ar}dr=k!/a^{k+1}$. Consider a nodeless Slater shell with exponent $\zeta>0$ and a natural number $m$:

$$n_{m,\zeta}(r)=\frac{(2\zeta)^{2m+3}}{4\pi(2m+2)!}\,r^{2m}e^{-2\zeta r}.$$

The moment with $k=2m+2$ shows that $\int_0^\infty 4\pi r^2 n_{m,\zeta}\,dr=1$. The moment with $k=2m+1$ gives

$$\int_0^\infty n_{m,\zeta}\,r\,dr=\frac{(2\zeta)^{2m+3}}{4\pi(2m+2)!}\cdot\frac{(2m+1)!}{(2\zeta)^{2m+2}}=\frac{\zeta}{4\pi(m+1)} .$$

One electron in the shell therefore contributes $\zeta/(3(m+1))$. For finitely many shells with occupations $f_i$, linearity gives

$$\sigma=\sum_i \frac{f_i\,\zeta_i}{3(m_i+1)} .$$

The 1s density is the case $m=0$, $\zeta=Z$, with shielding $Z/3$.

In PAW calculations of NMR shieldings, a frozen core contributes a fixed diamagnetic term of this kind. The radial integral for $\sigma[n]$ above applies to any spherical core density for which it converges. The closed formula treats every shell as nodeless, which is only a model for a 2s orbital, since that has a radial node.

## The shielding and the densities in Lean

```lean
import Mathlib

open Real MeasureTheory Set
open scoped Nat

namespace LambCoreShielding

noncomputable section
```

The shielding is defined for any function `n : ℝ → ℝ` of the radius.

```lean
/-- Lamb diamagnetic shielding at the nucleus, in units of `1/c²` (atomic units), of a spherical
electron density `n`: half the space integral of `n (r² - z²) / r³`, over `r > 0`. -/
def lambShielding (n : ℝ → ℝ) : ℝ :=
  1 / 2 * ∫ r in Ioi (0 : ℝ), ∫ θ in (0 : ℝ)..π,
    n r * ((r ^ 2 - (r * cos θ) ^ 2) / r ^ 3) * (2 * π * r ^ 2 * sin θ)
```

The definition takes the non-relativistic diamagnetic expression as its starting point and does not derive it from a Hamiltonian. The field direction, the atomic units and the azimuthal factor $2\pi$ are all fixed here. `Ioi (0 : ℝ)` is the half-line $r>0$.

Another model would integrate over three-dimensional Euclidean space with its volume measure. The spherical volume element would then have to be proved, whereas here it is part of the definition.

```lean
/-- Spherical density of one electron in a nodeless Slater shell with exponent `ζ > 0` and
density proportional to `r^(2m) exp(-2ζr)`. -/
def slaterDensity (m : ℕ) (ζ r : ℝ) : ℝ :=
  (2 * ζ) ^ (2 * m + 3) / (4 * π * ((2 * m + 2)! : ℝ)) * r ^ (2 * m) * exp (-(2 * ζ * r))
```

The argument `m` sets the radial power, and corresponds to principal quantum number $m+1$ in a Slater orbital.

```lean
/-- Density of a core made of finitely many Slater shells with occupations `f i`. -/
def coreDensity {ι : Type*} [Fintype ι] (f : ι → ℝ) (m : ι → ℕ) (ζ : ι → ℝ) (r : ℝ) : ℝ :=
  ∑ i, f i * slaterDensity (m i) (ζ i) r
```

The index type `ι` labels the shells. The occupations are arbitrary real numbers. An open p or d shell whose density is not spherical can enter only through its spherical average. The hydrogenic 2s density, proportional to $(1-Zr/2)^2e^{-Zr}$, lies outside this family, because expanding the square gives the term $-Zr\,e^{-Zr}$, in which an odd power of $r$ multiplies the exponential.

## The angular and radial integrals

```lean
/-- The angular integral of `sin³ θ` over the polar angle is `4/3`. -/
theorem integral_sin_cubed : ∫ θ in (0 : ℝ)..π, sin θ ^ 3 = 4 / 3 := by
  -- an antiderivative is cos³/3 - cos
  have hd : ∀ θ ∈ uIcc (0 : ℝ) π,
      HasDerivAt (fun θ : ℝ => cos θ ^ 3 / 3 - cos θ) (sin θ ^ 3) θ := by
    intro θ _
    have h := (((Real.hasDerivAt_cos θ).fun_pow 3).div_const 3).fun_sub (Real.hasDerivAt_cos θ)
    refine h.congr_deriv ?_
    simp only [Nat.cast_ofNat, Nat.reduceSub]
    linear_combination (-sin θ) * sin_sq_add_cos_sq θ
  have hc : Continuous (fun θ : ℝ => sin θ ^ 3) := by fun_prop
  rw [intervalIntegral.integral_eq_sub_of_hasDerivAt hd (hc.intervalIntegrable _ _)]
  simp only [cos_pi, cos_zero]
  norm_num
```

`hd` verifies the antiderivative used above, with $\sin^2\theta+\cos^2\theta=1$ supplied through `linear_combination`. The fundamental theorem of calculus then leaves the two endpoint values.

```lean
/-- Radial moments of an exponential: for `a > 0`, the integral of `r^k exp(-ar)` over `r > 0` is
`k!/a^(k+1)`. -/
theorem radial_moment (k : ℕ) {a : ℝ} (ha : 0 < a) :
    ∫ r in Ioi (0 : ℝ), r ^ k * exp (-(a * r)) = (k ! : ℝ) / a ^ (k + 1) := by
  have h := Real.integral_rpow_mul_exp_neg_mul_Ioi (a := (k : ℝ) + 1) (r := a)
    (by positivity) ha
  rw [Real.Gamma_nat_eq_factorial, add_sub_cancel_right] at h
  have e : (1 / a) ^ ((k : ℝ) + 1) = 1 / a ^ (k + 1) := by
    rw [← Nat.cast_succ, Real.rpow_natCast, one_div_pow]
  simp only [Real.rpow_natCast] at h
  rw [h, e]
  ring
```

Instead of integrating by parts, the proof specialises Mathlib's Gamma integral to the argument $k+1$, where the integrand contains $r^k$, and uses $\Gamma(k+1)=k!$. The remaining lines turn real powers into natural ones.

## Reducing the shielding of a spherical density

```lean
/-- In polar form the shielding is half the double integral of `2π n(r) r sin³ θ`. -/
theorem lambShielding_eq_polar (n : ℝ → ℝ) :
    lambShielding n =
      1 / 2 * ∫ r in Ioi (0 : ℝ), ∫ θ in (0 : ℝ)..π, 2 * π * n r * r * sin θ ^ 3 := by
  unfold lambShielding
  congr 1
  refine setIntegral_congr_fun measurableSet_Ioi ?_
  intro r hr
  have hr0 : r ≠ 0 := ne_of_gt hr
  refine intervalIntegral.integral_congr ?_
  intro θ _
  -- the squared distance from the field axis is r² sin² θ
  have h : r ^ 2 - (r * cos θ) ^ 2 = r ^ 2 * sin θ ^ 2 := by
    linear_combination (-r ^ 2) * sin_sq_add_cos_sq θ
  beta_reduce
  rw [h]
  field_simp
```

This is the kernel simplification. The congruence lemma for set integrals provides $r>0$, which permits the cancellation of powers of $r$ by `field_simp`.

```lean
/-- For a spherical density the shielding is `4π/3` times the radial integral of `n(r) r`. -/
theorem lambShielding_eq_radial (n : ℝ → ℝ) :
    lambShielding n = 4 * π / 3 * ∫ r in Ioi (0 : ℝ), n r * r := by
  have h : ∀ r : ℝ, ∫ θ in (0 : ℝ)..π, 2 * π * n r * r * sin θ ^ 3
      = 8 * π / 3 * (n r * r) := by
    intro r
    rw [intervalIntegral.integral_const_mul, integral_sin_cubed]
    ring
  rw [lambShielding_eq_polar]
  simp only [h]
  rw [MeasureTheory.integral_const_mul]
  ring
```

For each fixed $r$, the constant factor leaves the angular integral, which equals $4/3$. The prefactors combine to $4\pi/3$.

## Normalisation and shielding of the shells

```lean
/-- A Slater shell density holds exactly one electron. -/
theorem slaterDensity_normalized (m : ℕ) {ζ : ℝ} (hζ : 0 < ζ) :
    ∫ r in Ioi (0 : ℝ), slaterDensity m ζ r * (4 * π * r ^ 2) = 1 := by
  have h : ∀ r : ℝ, slaterDensity m ζ r * (4 * π * r ^ 2)
      = (2 * ζ) ^ (2 * m + 3) / (4 * π * ((2 * m + 2)! : ℝ)) * (4 * π)
        * (r ^ (2 * m + 2) * exp (-(2 * ζ * r))) := by
    intro r
    unfold slaterDensity
    ring
  simp only [h]
  rw [MeasureTheory.integral_const_mul, radial_moment _ (by positivity : 0 < 2 * ζ),
    div_mul_eq_mul_div, div_mul_div_comm, div_eq_one_iff_eq (by positivity)]
  ring
```

The powers of $r$ are collected into $r^{2m+2}$, and `radial_moment` does the rest. This theorem confirms that a shell with occupation 1 holds one electron.

```lean
/-- The radial integral of `n(r) r` for a Slater shell is `ζ/(4π(m+1))`. -/
theorem slaterDensity_radial (m : ℕ) {ζ : ℝ} (hζ : 0 < ζ) :
    ∫ r in Ioi (0 : ℝ), slaterDensity m ζ r * r = ζ / (4 * π * ((m : ℝ) + 1)) := by
  have h : ∀ r : ℝ, slaterDensity m ζ r * r
      = (2 * ζ) ^ (2 * m + 3) / (4 * π * ((2 * m + 2)! : ℝ))
        * (r ^ (2 * m + 1) * exp (-(2 * ζ * r))) := by
    intro r
    unfold slaterDensity
    ring
  have hf : ((2 * m + 2)! : ℝ) = 2 * ((m : ℝ) + 1) * ((2 * m + 1)! : ℝ) := by
    have h1 : (2 * m + 2)! = (2 * m + 2) * (2 * m + 1)! := Nat.factorial_succ (2 * m + 1)
    rw [h1]
    push_cast
    ring
  simp only [h]
  rw [MeasureTheory.integral_const_mul, radial_moment _ (by positivity : 0 < 2 * ζ), hf,
    div_mul_div_comm, div_eq_div_iff (by positivity) (by positivity)]
  ring
```

The pattern is the same with $r^{2m+1}$. The auxiliary statement `hf` is the factorial identity $(2m+2)!=2(m+1)(2m+1)!$, which produces the factor $m+1$ in the denominator.

```lean
/-- The shielding of a core of Slater shells is the sum of `f ζ / (3(m+1))` over the shells. -/
theorem lambShielding_core {ι : Type*} [Fintype ι] (f : ι → ℝ) (m : ι → ℕ) (ζ : ι → ℝ)
    (hζ : ∀ i, 0 < ζ i) :
    lambShielding (coreDensity f m ζ) = ∑ i, f i * (ζ i / (3 * ((m i : ℝ) + 1))) := by
  -- a nonzero integral can only come from an integrable function
  have hint : ∀ i, Integrable (fun r => slaterDensity (m i) (ζ i) r * r)
      (volume.restrict (Ioi (0 : ℝ))) := by
    intro i
    by_contra hn
    have h0 : ∫ r in Ioi (0 : ℝ), slaterDensity (m i) (ζ i) r * r = 0 := integral_undef hn
    rw [slaterDensity_radial (m i) (hζ i)] at h0
    have hi := hζ i
    have hpos : 0 < ζ i / (4 * π * ((m i : ℝ) + 1)) := by positivity
    exact hpos.ne' h0
  have hsum : ∫ r in Ioi (0 : ℝ), coreDensity f m ζ r * r
      = ∑ i, f i * (ζ i / (4 * π * ((m i : ℝ) + 1))) := by
    simp only [coreDensity, Finset.sum_mul, mul_assoc (f _)]
    rw [MeasureTheory.integral_finsetSum _ (fun i _ => (hint i).const_mul (f i))]
    refine Finset.sum_congr rfl fun i _ => ?_
    rw [MeasureTheory.integral_const_mul, slaterDensity_radial (m i) (hζ i)]
  rw [lambShielding_eq_radial, hsum, Finset.mul_sum]
  refine Finset.sum_congr rfl fun i _ => ?_
  have hm : (m i : ℝ) + 1 ≠ 0 := by positivity
  field_simp
```

Exchanging the sum and the integral requires each term to be integrable. Mathlib assigns the value 0 to the integral of a non-integrable function, while `slaterDensity_radial` gives a positive value, so integrability follows by contradiction. This is `hint`. Next, `hsum` carries out the exchange, and the last lines multiply each term by $4\pi/3$.

## The 1s density

```lean
/-- The Slater density with `m = 0` is the hydrogenic 1s density `(Z³/π) exp(-2Zr)`. -/
theorem slaterDensity_zero (Z r : ℝ) :
    slaterDensity 0 Z r = Z ^ 3 / π * exp (-(2 * Z * r)) := by
  have h : ((2 * 0 + 2)! : ℝ) = 2 := by norm_num [Nat.factorial]
  unfold slaterDensity
  rw [h]
  ring
```

With $m=0$ the prefactor is $(2Z)^3/(8\pi)=Z^3/\pi$.

```lean
/-- For the 1s density of nuclear charge `Z`, half the double integral of `2π n(r) r sin³ θ`
equals `Z/3`: the Lamb shielding in units of `1/c²`. -/
theorem lamb_shielding_1s {Z : ℝ} (hZ : 0 < Z) :
    1 / 2 * ∫ r in Ioi (0 : ℝ), ∫ θ in (0 : ℝ)..π,
      2 * π * (Z ^ 3 / π * exp (-(2 * Z * r))) * r * sin θ ^ 3 = Z / 3 := by
  have h := lambShielding_eq_polar (slaterDensity 0 Z)
  simp only [slaterDensity_zero] at h
  rw [← h, lambShielding_eq_radial, slaterDensity_radial 0 hZ]
  simp only [Nat.cast_zero, zero_add, mul_one]
  field_simp

end

end LambCoreShielding
```

The final theorem writes the density out explicitly, so its statement can be read without the earlier definitions. The hypothesis `hZ` says that the nuclear charge is positive, which makes the exponential decay. The proof reads `lambShielding_eq_polar` from right to left to recognise the double integral as a shielding, then inserts the radial value $Z/(4\pi)$.

```lean
#print axioms LambCoreShielding.slaterDensity_normalized
#print axioms LambCoreShielding.lambShielding_core
#print axioms LambCoreShielding.lamb_shielding_1s
```

```
'LambCoreShielding.slaterDensity_normalized' depends on axioms: [propext, Classical.choice, Quot.sound]
'LambCoreShielding.lambShielding_core' depends on axioms: [propext, Classical.choice, Quot.sound]
'LambCoreShielding.lamb_shielding_1s' depends on axioms: [propext, Classical.choice, Quot.sound]
```
